# The relative error of a finite sum of decaying Gaussians against the 1s Slater overlap tends to −1

Let $S(R)$ be the overlap of two normalised 1s Slater orbitals with the same exponent $\zeta>0$ at distance $R$, and let
$$G(R)=\sum_i c_i\,e^{-\alpha_i R^2}$$
be a finite sum with real coefficients $c_i$ and exponents $\alpha_i>0$. Then
$$\frac{G(R)-S(R)}{S(R)}\longrightarrow -1\qquad (R\to\infty).$$
However well $G$ is fitted at short and medium range, it eventually misses the whole overlap in the relative sense. The absolute error still tends to zero, because $G$ and $S$ both do.

## Where such sums occur

A 1s Slater orbital is $\sqrt{\zeta^3/\pi}\,e^{-\zeta r}$. Basis sets of the STO-nG type replace it by a fixed contraction of n Gaussians, whose integrals are easier. Two s-type Gaussians with exponents $\beta$ and $\gamma$ on different centres have an overlap proportional to $e^{-\beta\gamma R^2/(\beta+\gamma)}$, so the overlap of two finite s-type contractions is again a sum of the form $G$. For electronic structure this means that a fixed finite s-type contraction cannot keep the relative accuracy of the overlap between equal-exponent 1s orbitals at all distances.

## The overlap in elliptic coordinates

Let $r_A$ and $r_B$ be the distances of the electron from the two centres. Prolate spheroidal coordinates $\xi\in(1,\infty)$, $\eta\in(-1,1)$ give
$$r_A=\tfrac R2(\xi+\eta),\qquad r_B=\tfrac R2(\xi-\eta),$$
with volume element $(R/2)^3(\xi^2-\eta^2)\,d\xi\,d\eta\,d\varphi$. The azimuthal angle $\varphi$ contributes $2\pi$. Since $r_A+r_B=R\xi$, the product of the orbitals does not depend on $\eta$, and
$$\int_{-1}^{1}(\xi^2-\eta^2)\,d\eta=2\xi^2-\tfrac23 .$$
With $a=\zeta R$ this leaves
$$S=2\zeta^3\Big(\frac R2\Big)^3\int_1^\infty e^{-a\xi}\Big(2\xi^2-\frac23\Big)d\xi .$$

For the antiderivative try $-e^{-a\xi}P(\xi)$ with a quadratic $P$. Its derivative is $e^{-a\xi}(aP-P')$, so we need $aP-P'=2\xi^2-\frac23$. Comparing coefficients gives
$$P(\xi)=\frac2a\xi^2+\frac4{a^2}\xi+\frac4{a^3}-\frac2{3a}.$$
The antiderivative vanishes at infinity, so the integral equals
$$e^{-a}P(1)=e^{-a}\Big(\frac4{3a}+\frac4{a^2}+\frac4{a^3}\Big).$$
The prefactor is $2\zeta^3(R/2)^3=a^3/4$, and therefore
$$S(R)=e^{-\zeta R}\Big(1+\zeta R+\frac{(\zeta R)^2}{3}\Big),\qquad R>0.$$
In particular $S(R)\ge e^{-\zeta R}>0$.

## An explicit bound at large distance

Choose $m>0$ with $m\le\alpha_i$ for all $i$: the smallest exponent will do, and any positive number if the sum is empty. Write $C=\sum_i|c_i|$. The triangle inequality gives
$$|G(R)|\le\sum_i|c_i|e^{-\alpha_iR^2}\le C\,e^{-mR^2}.$$
If $mR\ge2\zeta$, then $mR^2\ge2\zeta R$, and
$$|G(R)|\le C\,e^{-\zeta R}e^{-\zeta R}\le C\,e^{-\zeta R}S(R).$$
Dividing by $S(R)$ gives $|G/S|\le C e^{-\zeta R}\to0$, hence $(G-S)/S=G/S-1\to-1$.

The estimate is guaranteed from the distance $2\zeta/m$ onwards. For large coefficients $C e^{-\zeta R}$ may still exceed 1 there, and $R$ must grow further before the bound shows a loss.

Finally, let $\delta<1$. Since $|G-S|/S\to1$, we have $|G-S|>\delta S$ at all sufficiently large $R$.

## How the Lean statements express this

`slaterOverlap ζ R` is the double integral above, with the normalisation $\zeta^3/\pi$ and the factor $2\pi$ in front. The closed form is a theorem, `slaterOverlap_eq`; the passage from three-dimensional space to elliptic coordinates is part of the definition. All quantities are real numbers, with lengths in a fixed unit such as the bohr.

`gaussianContraction c α R` is $G(R)$. In the code, "contraction" means this sum as a function of the distance between the centres, not a contracted orbital; for the overlap of two contracted orbitals, the `α i` are the combined exponents $\beta\gamma/(\beta+\gamma)$. The index type `ι` is finite and may be empty, and the coefficients `c i` are arbitrary: they need not come from a fit or satisfy a normalisation.

`relative_error_tendsto` assumes `0 < ζ` and `0 < α i` for every `i`, and states the limit $-1$ along `atTop`, that is, for $R\to\infty$. The positive exponents say that every Gaussian decays. Allowing $\alpha_i=0$ would make the statement false: the constant $G=1$ has a relative error that grows without bound.

`eventually_exceeds_tolerance` puts the result in terms of a tolerance $\delta<1$; `∀ᶠ R in atTop` means "for all $R$ beyond some distance". The value $\delta=1$ would fail for $G=0$, where $|G-S|=S$ exactly.

The model compares the overlap of two 1s Slater orbitals of equal exponent with one fixed sum $G$. It does not address sums whose coefficients or exponents are refitted as $R$ changes, or the effect of the lost overlap on energies.

## The Lean file

```lean
import Mathlib

open MeasureTheory Filter Topology Set

namespace GaussianSlaterOverlap

noncomputable section

/-- Overlap of two normalised 1s Slater orbitals of exponent `ζ > 0` at distance `R > 0`, as an
integral over prolate spheroidal coordinates with `r_A = R (ξ + η) / 2`, `r_B = R (ξ - η) / 2`;
the azimuthal angle contributes the factor `2 π`. -/
def slaterOverlap (ζ R : ℝ) : ℝ :=
  ζ ^ 3 / Real.pi * (2 * Real.pi) * ∫ ξ in Ioi (1 : ℝ), ∫ η in (-1 : ℝ)..1,
    Real.exp (-ζ * (R * (ξ + η) / 2)) * Real.exp (-ζ * (R * (ξ - η) / 2)) *
      ((R / 2) ^ 3 * (ξ ^ 2 - η ^ 2))

/-- A Gaussian contraction with coefficients `c i` and exponents `α i`, as a function of the
distance `R`. -/
def gaussianContraction {ι : Type*} [Fintype ι] (c α : ι → ℝ) (R : ℝ) : ℝ :=
  ∑ i, c i * Real.exp (-(α i * R ^ 2))

/-- The integral over the elliptic coordinate `ξ` that remains in the overlap after integration
over `η`, for a positive decay constant `a`. -/
theorem integral_elliptic {a : ℝ} (ha : 0 < a) :
    ∫ ξ in Ioi (1 : ℝ), Real.exp (-(a * ξ)) * (2 * ξ ^ 2 - 2 / 3) =
      Real.exp (-a) * (4 / (3 * a) + 4 / a ^ 2 + 4 / a ^ 3) := by
  -- an explicit antiderivative
  have hderiv : ∀ x ∈ Ici (1 : ℝ), HasDerivAt
      (fun x : ℝ => -(Real.exp (-(a * x)) *
        (2 / a * x ^ 2 + 4 / a ^ 2 * x + (4 / a ^ 3 - 2 / (3 * a)))))
      (Real.exp (-(a * x)) * (2 * x ^ 2 - 2 / 3)) x := by
    intro x _
    have h1 : HasDerivAt (fun x : ℝ => Real.exp (-(a * x))) (Real.exp (-(a * x)) * (-a)) x := by
      simpa using ((hasDerivAt_id' x).const_mul a).fun_neg.exp
    have h2 : HasDerivAt
        (fun x : ℝ => 2 / a * x ^ 2 + 4 / a ^ 2 * x + (4 / a ^ 3 - 2 / (3 * a)))
        (2 / a * (2 * x) + 4 / a ^ 2) x :=
      ((((hasDerivAt_pow 2 x).const_mul (2 / a)).fun_add
        ((hasDerivAt_id' x).const_mul (4 / a ^ 2))).add_const
          (4 / a ^ 3 - 2 / (3 * a))).congr_deriv (by norm_num)
    have h3 : a * (2 / a * x ^ 2 + 4 / a ^ 2 * x + (4 / a ^ 3 - 2 / (3 * a))) -
        (2 / a * (2 * x) + 4 / a ^ 2) = 2 * x ^ 2 - 2 / 3 := by
      field_simp
      ring
    exact (h1.fun_mul h2).fun_neg.congr_deriv
      (by linear_combination Real.exp (-(a * x)) * h3)
  -- it vanishes at infinity
  have hlim : Tendsto (fun x : ℝ => -(Real.exp (-(a * x)) *
      (2 / a * x ^ 2 + 4 / a ^ 2 * x + (4 / a ^ 3 - 2 / (3 * a))))) atTop (𝓝 0) := by
    have ht : Tendsto (fun x : ℝ => a * x) atTop atTop := tendsto_id.const_mul_atTop ha
    have T := fun n : ℕ => (Real.tendsto_pow_mul_exp_neg_atTop_nhds_zero n).comp ht
    have h := ((((T 2).const_mul (2 / a ^ 3)).add ((T 1).const_mul (4 / a ^ 3))).add
      ((T 0).const_mul (4 / a ^ 3 - 2 / (3 * a)))).neg
    simp only [mul_zero, add_zero, neg_zero] at h
    refine h.congr fun x => ?_
    simp only [Function.comp_apply]
    generalize Real.exp (-(a * x)) = E
    field_simp
  have key := integral_Ioi_of_hasDerivAt_of_nonneg' hderiv
    (fun x hx => mul_nonneg (Real.exp_pos _).le (by nlinarith [mem_Ioi.1 hx])) hlim
  rw [key]
  simp only [mul_one, one_pow]
  generalize Real.exp (-a) = E
  field_simp
  ring

/-- Closed form of the 1s-1s Slater overlap for positive exponent and distance. -/
theorem slaterOverlap_eq {ζ R : ℝ} (hζ : 0 < ζ) (hR : 0 < R) :
    slaterOverlap ζ R = Real.exp (-(ζ * R)) * (1 + ζ * R + (ζ * R) ^ 2 / 3) := by
  -- the product of the orbitals does not depend on `η`
  have inner_eq : ∀ ξ : ℝ, (∫ η in (-1 : ℝ)..1,
      Real.exp (-ζ * (R * (ξ + η) / 2)) * Real.exp (-ζ * (R * (ξ - η) / 2)) *
        ((R / 2) ^ 3 * (ξ ^ 2 - η ^ 2))) =
      (R / 2) ^ 3 * (Real.exp (-(ζ * R * ξ)) * (2 * ξ ^ 2 - 2 / 3)) := by
    intro ξ
    have h : ∀ η : ℝ,
        Real.exp (-ζ * (R * (ξ + η) / 2)) * Real.exp (-ζ * (R * (ξ - η) / 2)) *
          ((R / 2) ^ 3 * (ξ ^ 2 - η ^ 2)) =
        ((R / 2) ^ 3 * Real.exp (-(ζ * R * ξ))) * (ξ ^ 2 - η ^ 2) := by
      intro η
      rw [← Real.exp_add,
        show -ζ * (R * (ξ + η) / 2) + -ζ * (R * (ξ - η) / 2) = -(ζ * R * ξ) by ring]
      ring
    have h2 : ∫ η in (-1 : ℝ)..1, (ξ ^ 2 - η ^ 2) = 2 * ξ ^ 2 - 2 / 3 := by
      rw [intervalIntegral.integral_sub (continuous_const.intervalIntegrable _ _)
        ((continuous_pow 2).intervalIntegrable _ _), intervalIntegral.integral_const,
        integral_pow]
      simp only [smul_eq_mul]
      push_cast
      ring
    simp only [h]
    rw [intervalIntegral.integral_const_mul, h2]
    ring
  unfold slaterOverlap
  simp only [inner_eq]
  rw [integral_const_mul, integral_elliptic (mul_pos hζ hR)]
  have hpi := Real.pi_ne_zero
  generalize Real.exp (-(ζ * R)) = E
  field_simp
  ring

/-- For positive exponent and distance the Slater overlap is at least `exp (-ζ R)`. -/
theorem exp_le_slaterOverlap {ζ R : ℝ} (hζ : 0 < ζ) (hR : 0 < R) :
    Real.exp (-(ζ * R)) ≤ slaterOverlap ζ R := by
  rw [slaterOverlap_eq hζ hR]
  have h := mul_pos hζ hR
  exact le_mul_of_one_le_right (Real.exp_pos _).le (by nlinarith [sq_nonneg (ζ * R)])

/-- If all Gaussian exponents are at least `m > 0` and `m R ≥ 2 ζ` with `ζ > 0`, the absolute value
of the contraction is at most `(∑ |c i|) exp (-ζ R)` times the Slater overlap. -/
theorem abs_contraction_le {ι : Type*} [Fintype ι] (c α : ι → ℝ) {ζ m R : ℝ}
    (hζ : 0 < ζ) (hm : 0 < m) (hα : ∀ i, m ≤ α i) (h : 2 * ζ ≤ m * R) :
    |gaussianContraction c α R| ≤
      (∑ i, |c i|) * Real.exp (-(ζ * R)) * slaterOverlap ζ R := by
  have hR : 0 < R := by
    by_contra hn
    nlinarith [mul_nonneg hm.le (neg_nonneg.2 (not_lt.1 hn))]
  -- the lower bound `m` on the exponents gives a bound on the sum
  have h1 : |gaussianContraction c α R| ≤ (∑ i, |c i|) * Real.exp (-(m * R ^ 2)) := by
    unfold gaussianContraction
    rw [Finset.sum_mul]
    refine (Finset.abs_sum_le_sum_abs _ _).trans (Finset.sum_le_sum fun i _ => ?_)
    rw [abs_mul, Real.abs_exp]
    exact mul_le_mul_of_nonneg_left (Real.exp_le_exp.2
      (neg_le_neg (mul_le_mul_of_nonneg_right (hα i) (sq_nonneg R)))) (abs_nonneg _)
  have h2 : Real.exp (-(m * R ^ 2)) ≤ Real.exp (-(ζ * R)) * slaterOverlap ζ R := by
    refine le_trans ?_ (mul_le_mul_of_nonneg_left (exp_le_slaterOverlap hζ hR)
      (Real.exp_pos _).le)
    rw [← Real.exp_add]
    exact Real.exp_le_exp.2 (by nlinarith [mul_le_mul_of_nonneg_right h hR.le])
  rw [mul_assoc]
  exact h1.trans (mul_le_mul_of_nonneg_left h2 (Finset.sum_nonneg fun i _ => abs_nonneg _))

/-- For every fixed finite contraction of Gaussians with positive exponents, the relative error
against the Slater overlap with `ζ > 0` tends to `-1` at large distance. -/
theorem relative_error_tendsto {ι : Type*} [Fintype ι] (c α : ι → ℝ) {ζ : ℝ}
    (hζ : 0 < ζ) (hα : ∀ i, 0 < α i) :
    Tendsto (fun R => (gaussianContraction c α R - slaterOverlap ζ R) / slaterOverlap ζ R)
      atTop (𝓝 (-1)) := by
  -- finitely many positive exponents have a positive lower bound
  obtain ⟨m, hm, hmα⟩ : ∃ m : ℝ, 0 < m ∧ ∀ i, m ≤ α i := by
    rcases isEmpty_or_nonempty ι with hι | hι
    · exact ⟨1, one_pos, fun i => (hι.false i).elim⟩
    · obtain ⟨j, hj⟩ := Finite.exists_min α
      exact ⟨α j, hα j, hj⟩
  have hexp : Tendsto (fun R : ℝ => (∑ i, |c i|) * Real.exp (-(ζ * R))) atTop (𝓝 0) := by
    have ht : Tendsto (fun R : ℝ => ζ * R) atTop atTop := tendsto_id.const_mul_atTop hζ
    simpa using (Real.tendsto_exp_neg_atTop_nhds_zero.comp ht).const_mul (∑ i, |c i|)
  have hratio : Tendsto (fun R => gaussianContraction c α R / slaterOverlap ζ R)
      atTop (𝓝 0) := by
    refine squeeze_zero_norm' ?_ hexp
    filter_upwards [eventually_gt_atTop (0 : ℝ), eventually_ge_atTop (2 * ζ / m)] with R hR hR2
    have hS := (Real.exp_pos _).trans_le (exp_le_slaterOverlap hζ hR)
    rw [Real.norm_eq_abs, abs_div, abs_of_pos hS, div_le_iff₀ hS]
    refine abs_contraction_le c α hζ hm hmα ?_
    rw [mul_comm m R]
    exact (div_le_iff₀ hm).1 hR2
  have hsub := hratio.sub_const 1
  rw [zero_sub] at hsub
  refine hsub.congr' ?_
  filter_upwards [eventually_gt_atTop (0 : ℝ)] with R hR
  have hS := (Real.exp_pos _).trans_le (exp_le_slaterOverlap hζ hR)
  rw [sub_div, div_self hS.ne']

/-- For every tolerance `δ < 1`, a fixed finite contraction of Gaussians with positive exponents
misses the Slater overlap with `ζ > 0` by more than the fraction `δ` at all sufficiently large
distances. -/
theorem eventually_exceeds_tolerance {ι : Type*} [Fintype ι] (c α : ι → ℝ) {ζ δ : ℝ}
    (hζ : 0 < ζ) (hα : ∀ i, 0 < α i) (hδ : δ < 1) :
    ∀ᶠ R in atTop,
      δ * slaterOverlap ζ R < |gaussianContraction c α R - slaterOverlap ζ R| := by
  have h := (relative_error_tendsto c α hζ hα).abs
  rw [abs_neg, abs_one] at h
  filter_upwards [h.eventually (lt_mem_nhds hδ), eventually_gt_atTop (0 : ℝ)] with R h1 hR
  have hS := (Real.exp_pos _).trans_le (exp_le_slaterOverlap hζ hR)
  rw [abs_div, abs_of_pos hS] at h1
  exact (lt_div_iff₀ hS).1 h1

end

end GaussianSlaterOverlap
```

```lean
#print axioms GaussianSlaterOverlap.relative_error_tendsto
#print axioms GaussianSlaterOverlap.eventually_exceeds_tolerance
```

```
'GaussianSlaterOverlap.relative_error_tendsto' depends on axioms: [propext, Classical.choice, Quot.sound]
'GaussianSlaterOverlap.eventually_exceeds_tolerance' depends on axioms: [propext, Classical.choice, Quot.sound]
```

## From the integral to the limit in Lean

`integral_elliptic` computes the $\xi$-integral. Its step `hderiv` differentiates $-e^{-ax}P(x)$, with `h3` as the identity $aP-P'=2x^2-\frac23$. The step `hlim` shows that the antiderivative vanishes at infinity, using the limits of $y^ne^{-y}$ for $n=0,1,2$ at $y=ax$. Because the integrand is nonnegative for $x>1$, `integral_Ioi_of_hasDerivAt_of_nonneg'` then gives the value without a separate proof of integrability.

`slaterOverlap_eq` first carries out the $\eta$-integral in `inner_eq`, where the two exponentials are combined into $e^{-\zeta R\xi}$. It then inserts `integral_elliptic` with $a=\zeta R$. Replacing the remaining exponential by a letter `E` leaves a rational identity, which `field_simp` and `ring` settle.

`exp_le_slaterOverlap` is the lower bound $e^{-\zeta R}\le S(R)$: the polynomial factor is at least 1.

`abs_contraction_le` is the estimate with the explicit distance. Positivity of $R$ follows from $mR\ge2\zeta>0$. Then `h1` is the triangle inequality together with $m\le\alpha_i$, and `h2` is $e^{-mR^2}\le e^{-\zeta R}S(R)$.

`relative_error_tendsto` obtains $m$ by treating the empty and nonempty index types separately. The step `hratio` squeezes $G/S$ between bounds that tend to zero, using the previous theorem for $R\ge2\zeta/m$. Subtracting 1 gives the limit, and the last lines identify $G/S-1$ with $(G-S)/S$ for $R>0$, where $S\neq0$.

`eventually_exceeds_tolerance` takes absolute values in this limit, uses $\delta<1$, and multiplies by the positive $S$.

## Unequal exponents

The last part of the argument uses only a lower bound on $S$. If $S(R)\ge b\,e^{-kR}$ for large $R$, with constants $b,k>0$, then $|G/S|\le (C/b)\,e^{-mR^2+kR}\to0$, and the relative error again tends to $-1$. Two 1s orbitals with different exponents satisfy such a bound: integrate their product over the unit ball around one centre, where the other orbital is at least a constant times $e^{-k(R+1)}$, with $k$ its exponent. This extension is an argument by hand and has no proof in the file.

## Starting from the integral over space

The overlap could also be defined as the integral of the two orbitals' product over $\mathbb R^3$. One route would then be to prove the change to elliptic coordinates, after which the remaining steps would be the same. The definitions differ at $R=0$: the spatial integral gives 1, the squared norm of the orbital, while `slaterOverlap ζ 0` is 0 because the coordinates degenerate when the centres coincide. The limit $R\to\infty$ is unaffected.
